# For an entropy concave in volume with a volume-independent zero-temperature limit, ∂S/∂V vanishes as T → 0⁺

Let \(S(T,V)\) be the entropy of a system with a fixed amount of matter, at temperature \(T\) and volume \(V\). In Lean it is a function `S : ℝ → ℝ → ℝ`, so `S T` is the entropy along one isotherm and `deriv (S T) V` is \((\partial S/\partial V)_T\). Since `deriv` returns zero where no derivative exists, differentiability is assumed wherever it is used. Entropy, temperature and volume are plain real numbers in fixed units.

The volumes range over an open set \(I\subseteq\mathbb R\). The hypothesis `ConcaveOn ℝ I (S T)` includes convexity of \(I\), which makes it an open interval, possibly unbounded. The filter `𝓝[>] 0` expresses \(T\to0^+\), and nothing is required of \(S\) at \(T\le 0\).

Two conditions carry the physics. The first is the third law in Nernst's form: \(S(T,V)\) tends to the same constant \(s_0\), not necessarily zero, at every volume in \(I\). The second is concavity in \(V\) at fixed \(T\), which says that the entropy gained per unit of expansion does not grow as the system expands isothermally. This is an assumption about the material. Thermodynamic stability makes the entropy concave in energy and volume together, and that does not imply concavity in volume along an isotherm.

```lean
import Mathlib

open Filter Topology Set

namespace ThirdLawThermalPressure

noncomputable section
```

## Tangents and chords of an isotherm

Write \(f\) for the entropy on one isotherm and take \(V,W\in I\), with \(f\) differentiable at \(V\). For \(0<\lambda\le1\), concavity gives

\[
f(V+\lambda(W-V))\ \ge\ (1-\lambda)f(V)+\lambda f(W),
\]

which rearranges to

\[
\frac{f(V+\lambda(W-V))-f(V)}{\lambda}\ \ge\ f(W)-f(V).
\]

As \(\lambda\to0^+\) the left side tends to \(f'(V)(W-V)\), so

\[
f(W)-f(V)\le f'(V)(W-V).
\]

The graph lies below its tangent on both sides of \(V\). The Lean proof separates \(W<V\), \(W=V\) and \(W>V\), and takes the comparison between chord slope and derivative from Mathlib.

```lean
/-- An entropy that is concave in volume lies below each of its tangents. -/
theorem entropy_le_tangent {I : Set ℝ} {f : ℝ → ℝ} (hf : ConcaveOn ℝ I f) {V W : ℝ}
    (hV : V ∈ I) (hW : W ∈ I) (hd : DifferentiableAt ℝ f V) :
    f W - f V ≤ deriv f V * (W - V) := by
  rcases lt_trichotomy W V with h | h | h
  · have h1 := hf.le_slope_of_hasDerivAt hW hV h hd.hasDerivAt
    rw [slope_def_field, le_div_iff₀ (sub_pos.2 h)] at h1
    linarith
  · subst h
    simp
  · have h1 := hf.slope_le_of_hasDerivAt hV hW h hd.hasDerivAt
    rw [slope_def_field, div_le_iff₀ (sub_pos.2 h)] at h1
    exact h1
```

Now let \(V\le W\), with \(f\) differentiable at both. Adding the tangent inequality at \(V\) to the one at \(W\) gives

\[
0\le \bigl(f'(V)-f'(W)\bigr)(W-V).
\]

If \(V<W\), division by \(W-V\) yields \(f'(W)\le f'(V)\); if \(V=W\) there is nothing to show.

```lean
/-- The volume derivative of a concave entropy does not increase with volume. -/
theorem volume_derivative_antitone {I : Set ℝ} {f : ℝ → ℝ} (hf : ConcaveOn ℝ I f) {V W : ℝ}
    (hV : V ∈ I) (hW : W ∈ I) (hdV : DifferentiableAt ℝ f V) (hdW : DifferentiableAt ℝ f W)
    (hVW : V ≤ W) : deriv f W ≤ deriv f V := by
  rcases hVW.eq_or_lt with h | h
  · rw [h]
  · have h1 := entropy_le_tangent hf hV hW hdV
    have h2 := entropy_le_tangent hf hW hV hdW
    have h3 : deriv f W * (W - V) ≤ deriv f V * (W - V) := by linarith
    exact le_of_mul_le_mul_right h3 (sub_pos.2 h)
```

## Passing to the residual entropy

Suppose first that the limit may depend on volume: \(S(T,W)\to S_0(W)\) for every \(W\in I\), where \(S_0\) has derivative \(d\) at \(V\). For a volume step \(t\ne0\) with \(V+t\in I\), put

\[
q_T(t)=\frac{S(T,V+t)-S(T,V)}{t},\qquad
q_0(t)=\frac{S_0(V+t)-S_0(V)}{t}.
\]

At fixed \(t\), \(q_T(t)\to q_0(t)\) as \(T\to0^+\). Dividing the tangent inequality by \(t\) gives

\[
q_T(t)\le \frac{\partial S}{\partial V}(T,V)\quad(t>0),\qquad
q_T(t)\ge \frac{\partial S}{\partial V}(T,V)\quad(t<0).
\]

Let \(l<d<u\). Since \(q_0(t)\to d\) as \(t\to0\), some \(t>0\) has \(q_0(t)>l\). Keep that step fixed. For all sufficiently small \(T>0\) we then have \(q_T(t)>l\), and hence \(\partial S/\partial V>l\). A step \(t<0\) with \(q_0(t)<u\) gives \(\partial S/\partial V<u\) in the same way. As \(l\) and \(u\) were arbitrary, the derivative converges to \(d\).

The order of choices matters: the volume step is fixed first, and only then is the temperature lowered. In the code `tendsto_order` splits the goal into the two bounds, `hq` is the convergence at fixed step, and each `obtain` selects a suitable \(t\).

```lean
/-- If entropies concave in volume converge, as `T → 0⁺`, to a residual entropy `S₀`
differentiable at `V`, then their volume derivatives at `V` converge to that of `S₀`. -/
theorem volume_derivative_tendsto_residual {I : Set ℝ} (hI : IsOpen I) {S : ℝ → ℝ → ℝ}
    {S₀ : ℝ → ℝ} {V d : ℝ} (hV : V ∈ I)
    (hconc : ∀ T > 0, ConcaveOn ℝ I (S T))
    (hdiff : ∀ T > 0, DifferentiableAt ℝ (S T) V)
    (hlim : ∀ W ∈ I, Tendsto (fun T => S T W) (𝓝[>] 0) (𝓝 (S₀ W)))
    (hS₀ : HasDerivAt S₀ d V) :
    Tendsto (fun T => deriv (S T) V) (𝓝[>] 0) (𝓝 d) := by
  have hs := hasDerivAt_iff_tendsto_slope_zero.1 hS₀
  have hmem : ∀ᶠ t in 𝓝 (0 : ℝ), V + t ∈ I := by
    have hc : ContinuousAt (fun t : ℝ => V + t) 0 := by fun_prop
    exact hc.preimage_mem_nhds (hI.mem_nhds (by simpa using hV))
  -- the difference quotient of the entropy over a fixed volume step converges
  have hq : ∀ t : ℝ, V + t ∈ I → Tendsto (fun T => t⁻¹ • (S T (V + t) - S T V)) (𝓝[>] 0)
      (𝓝 (t⁻¹ • (S₀ (V + t) - S₀ V))) := fun t ht =>
    ((hlim _ ht).sub (hlim V hV)).const_smul t⁻¹
  refine tendsto_order.2 ⟨fun l hl => ?_, fun u hu => ?_⟩
  · -- a chord to the right of `V` bounds the derivative from below
    have hs' := hs.mono_left (nhdsWithin_mono (0 : ℝ)
      (fun t (ht : t ∈ Ioi (0 : ℝ)) => (mem_Ioi.1 ht).ne'))
    obtain ⟨t, h0, hm, ht0⟩ := ((hs'.eventually (lt_mem_nhds hl)).and
      ((hmem.filter_mono nhdsWithin_le_nhds).and eventually_mem_nhdsWithin)).exists
    have ht : 0 < t := ht0
    filter_upwards [(hq t hm).eventually (lt_mem_nhds h0), self_mem_nhdsWithin] with T h1 hT
    have h2 := entropy_le_tangent (hconc T hT) hV hm (hdiff T hT)
    rw [add_sub_cancel_left] at h2
    rw [smul_eq_mul, inv_mul_eq_div, lt_div_iff₀ ht] at h1
    exact lt_of_mul_lt_mul_right (h1.trans_le h2) ht.le
  · -- a chord to the left of `V` bounds it from above
    have hs' := hs.mono_left (nhdsWithin_mono (0 : ℝ)
      (fun t (ht : t ∈ Iio (0 : ℝ)) => (mem_Iio.1 ht).ne))
    obtain ⟨t, h0, hm, ht0⟩ := ((hs'.eventually (gt_mem_nhds hu)).and
      ((hmem.filter_mono nhdsWithin_le_nhds).and eventually_mem_nhdsWithin)).exists
    have ht : t < 0 := ht0
    filter_upwards [(hq t hm).eventually (gt_mem_nhds h0), self_mem_nhdsWithin] with T h1 hT
    have h2 := entropy_le_tangent (hconc T hT) hV hm (hdiff T hT)
    rw [add_sub_cancel_left] at h2
    rw [smul_eq_mul, inv_mul_eq_div, div_lt_iff_of_neg ht] at h1
    exact lt_of_not_ge fun h => by
      linarith [mul_le_mul_of_nonpos_right h ht.le]
```

When \(S_0\) is the constant \(s_0\), its derivative is \(d=0\), and the third-law statement follows:

\[
\lim_{T\to0^+}\left(\frac{\partial S}{\partial V}\right)_T=0 .
\]

```lean
/-- If an entropy concave in volume tends to one constant at every volume as `T → 0⁺`,
then its volume derivative tends to zero. -/
theorem third_law_volume_derivative {I : Set ℝ} (hI : IsOpen I) {S : ℝ → ℝ → ℝ} {s₀ V : ℝ}
    (hV : V ∈ I) (hconc : ∀ T > 0, ConcaveOn ℝ I (S T))
    (hdiff : ∀ T > 0, DifferentiableAt ℝ (S T) V)
    (hlim : ∀ W ∈ I, Tendsto (fun T => S T W) (𝓝[>] 0) (𝓝 s₀)) :
    Tendsto (fun T => deriv (S T) V) (𝓝[>] 0) (𝓝 0) :=
  volume_derivative_tendsto_residual (S₀ := fun _ => s₀) hI hV hconc hdiff hlim
    (hasDerivAt_const V s₀)
```

The same argument gives a neighbouring result for entropies that are convex in volume: apply the theorem to \(-S\), which is concave and tends to \(-s_0\). This case has physical weight, because a Debye solid with constant Grüneisen parameter \(\gamma>1/3\) has a low-temperature entropy proportional to \(T^3V^{3\gamma}\), which is convex in \(V\). On hot isotherms the Debye entropy varies as \(\log V\) and is concave instead, so this solid, on a bounded range of volumes, needs the variant in which the curvature condition is imposed only below some positive temperature.

## Uniformity on a closed range of volumes

Let \(a\le b\) be in \(I\), and let \(S(T,\cdot)\) be differentiable throughout \(I\). Monotonicity of the derivative gives, for every \(V\in[a,b]\),

\[
\frac{\partial S}{\partial V}(T,b)\le
\frac{\partial S}{\partial V}(T,V)\le
\frac{\partial S}{\partial V}(T,a).
\]

Both outer terms tend to zero. Given \(\varepsilon>0\), one temperature threshold therefore makes \(|\partial S/\partial V|<\varepsilon\) for all \(V\in[a,b]\) at once. In Lean, `h3` and `h4` are the two inequalities.

```lean
/-- If an entropy differentiable and concave in volume on an open interval tends to one constant at
every volume there as `T → 0⁺`, then its volume derivative tends to zero uniformly on every closed
range of volumes `[a, b]` with end points in the interval. -/
theorem third_law_uniform {I : Set ℝ} (hI : IsOpen I) {S : ℝ → ℝ → ℝ} {s₀ a b : ℝ}
    (ha : a ∈ I) (hb : b ∈ I) (hconc : ∀ T > 0, ConcaveOn ℝ I (S T))
    (hdiff : ∀ T > 0, ∀ V ∈ I, DifferentiableAt ℝ (S T) V)
    (hlim : ∀ W ∈ I, Tendsto (fun T => S T W) (𝓝[>] 0) (𝓝 s₀)) {ε : ℝ} (hε : 0 < ε) :
    ∀ᶠ T in 𝓝[>] 0, ∀ V ∈ Icc a b, |deriv (S T) V| < ε := by
  have h1 := third_law_volume_derivative hI ha hconc (fun T hT => hdiff T hT a ha) hlim
  have h2 := third_law_volume_derivative hI hb hconc (fun T hT => hdiff T hT b hb) hlim
  filter_upwards [h1.eventually (gt_mem_nhds hε),
    h2.eventually (lt_mem_nhds (neg_lt_zero.2 hε)), self_mem_nhdsWithin] with T hTa hTb hT V hV
  have hVI : V ∈ I := (hconc T hT).1.ordConnected.out ha hb hV
  -- the derivative at `V` lies between those at the two end points
  have h3 := volume_derivative_antitone (hconc T hT) ha hVI (hdiff T hT a ha)
    (hdiff T hT V hVI) hV.1
  have h4 := volume_derivative_antitone (hconc T hT) hVI hb (hdiff T hT V hVI)
    (hdiff T hT b hb) hV.2
  exact abs_lt.2 ⟨by linarith, by linarith⟩
```

## Thermal pressure below linear order

Let \(P(T,V)\) be the pressure, with \(P(0,V)\) the cold curve. Two further conditions are assumed: the Maxwell relation \(\partial P/\partial T=\partial S/\partial V\) for \(T>0\), which physically comes from equal mixed derivatives of the Helmholtz free energy, and continuity of \(P(\cdot,V)\) from the right at \(T=0\). For \(T>0\) the mean value theorem supplies a temperature \(c\in(0,T)\) with

\[
\frac{P(T,V)-P(0,V)}{T}
=\frac{\partial P}{\partial T}(c,V)
=\frac{\partial S}{\partial V}(c,V).
\]

As \(T\to0^+\), \(c\) is squeezed to zero as well, and the right side vanishes. The proof writes this with \(\varepsilon\) and \(\delta\): the \(\delta\) that serves for the entropy derivative also serves for the pressure quotient, because \(c<T\).

For equations of state built as a cold curve plus a thermal pressure, and satisfying these assumptions, the thermal term at fixed volume must start more slowly than linearly in \(T\).

```lean
/-- Let an entropy concave and differentiable in volume tend to one constant at every volume as `T →
0⁺`. If the pressure obeys the Maxwell relation `∂P/∂T = ∂S/∂V` for `T > 0` and is right-continuous
at `T = 0`, then the thermal pressure `P(T,V) - P(0,V)` divided by `T` tends to zero. -/
theorem thermal_pressure_sublinear {I : Set ℝ} (hI : IsOpen I) {S P : ℝ → ℝ → ℝ} {s₀ V : ℝ}
    (hV : V ∈ I) (hconc : ∀ T > 0, ConcaveOn ℝ I (S T))
    (hdiff : ∀ T > 0, DifferentiableAt ℝ (S T) V)
    (hlim : ∀ W ∈ I, Tendsto (fun T => S T W) (𝓝[>] 0) (𝓝 s₀))
    (maxwell : ∀ T > 0, HasDerivAt (fun τ => P τ V) (deriv (S T) V) T)
    (hP : ContinuousWithinAt (fun τ => P τ V) (Ici 0) 0) :
    Tendsto (fun T => (P T V - P 0 V) / T) (𝓝[>] 0) (𝓝 0) := by
  have h := third_law_volume_derivative hI hV hconc hdiff hlim
  rw [Metric.tendsto_nhdsWithin_nhds] at h ⊢
  intro ε hε
  obtain ⟨δ, hδ, hb⟩ := h ε hε
  refine ⟨δ, hδ, fun T hT hTδ => ?_⟩
  have hT0 : 0 < T := hT
  have hcont : ContinuousOn (fun τ => P τ V) (Icc 0 T) := by
    intro x hx
    rcases hx.1.eq_or_lt with h0 | h0
    · rw [← h0]
      exact hP.mono Icc_subset_Ici_self
    · exact (maxwell x h0).continuousAt.continuousWithinAt
  -- the mean thermal pressure coefficient is attained at an intermediate temperature
  obtain ⟨c, hc, hce⟩ := exists_hasDerivAt_eq_slope (fun τ => P τ V)
    (fun τ => deriv (S τ) V) hT0 hcont (fun x hx => maxwell x hx.1)
  have hcδ : dist c 0 < δ := by
    rw [Real.dist_eq, sub_zero, abs_of_pos hT0] at hTδ
    rw [Real.dist_eq, sub_zero, abs_of_pos hc.1]
    exact hc.2.trans hTδ
  have h5 := hb (mem_Ioi.2 hc.1) hcδ
  simp only [sub_zero] at hce
  rwa [hce] at h5
```

An explicit pair shows that the conditions are consistent. On \(V>0\) take

\[
S=T\log V,\qquad P=\frac{T^2}{2V},\qquad
\frac{\partial S}{\partial V}=\frac{T}{V}=\frac{\partial P}{\partial T}.
\]

The entropy is concave in \(V\) and tends to zero at each volume, and the pressure is continuous at \(T=0\). The pair is a mathematical example and not a model of a material: its heat capacity \(T\,\partial S/\partial T=T\log V\) is negative for \(V<1\).

```lean
/-- The entropy `T log V` and the pressure `T² / (2V)` on `V > 0` meet all the conditions
of the thermal pressure theorem. -/
theorem thermal_pressure_witness :
    (∀ T > (0 : ℝ), ConcaveOn ℝ (Ioi 0) (fun V => T * Real.log V)) ∧
    (∀ V > (0 : ℝ), Tendsto (fun T => T * Real.log V) (𝓝[>] 0) (𝓝 0)) ∧
    (∀ V > (0 : ℝ), ContinuousWithinAt (fun T : ℝ => T ^ 2 / (2 * V)) (Ici 0) 0) ∧
    ∀ T > (0 : ℝ), ∀ V > (0 : ℝ), DifferentiableAt ℝ (fun W => T * Real.log W) V ∧
      HasDerivAt (fun τ : ℝ => τ ^ 2 / (2 * V)) (deriv (fun W => T * Real.log W) V) T := by
  refine ⟨fun T hT => ?_, fun V _ => ?_, fun V _ => ?_, fun T _ V hV => ?_⟩
  · exact strictConcaveOn_log_Ioi.concaveOn.smul (le_of_lt hT)
  · have hc : Continuous (fun T : ℝ => T * Real.log V) := by fun_prop
    exact (hc.tendsto' 0 0 (by simp)).mono_left nhdsWithin_le_nhds
  · have hc : Continuous (fun T : ℝ => T ^ 2 / (2 * V)) :=
      (continuous_pow 2).div_const _
    exact hc.continuousWithinAt
  · have hV0 : V ≠ 0 := ne_of_gt hV
    have h := (Real.hasDerivAt_log hV0).const_mul T
    refine ⟨h.differentiableAt, ?_⟩
    rw [h.deriv]
    refine ((hasDerivAt_pow 2 T).div_const (2 * V)).congr_deriv ?_
    norm_num
    field_simp
```

The theorems could also have been modelled with concavity and differentiability required only below some positive temperature. The conclusions would be the same, since the limits involve only small \(T\), and the statements would then admit systems whose entropy loses concavity on warmer isotherms. The price is a temperature threshold carried through each hypothesis.

## An oscillating entropy whose slope does not vanish

Convergence of the entropy alone does not control its slope. Consider

\[
S(T,V)=T\sin(V/T).
\]

```lean
/-- The oscillating function `T sin(V/T)`, a mathematical example in the role of the entropy. -/
def oscEntropy (T V : ℝ) : ℝ := T * Real.sin (V / T)
```

For \(T\ne0\) the chain rule gives

\[
\frac{\partial S}{\partial V}=T\cdot\frac1T\cos(V/T)=\cos(V/T).
\]

```lean
/-- At nonzero temperature the volume derivative of `T sin(V/T)` is `cos(V/T)`. -/
theorem oscEntropy_hasDerivAt {T : ℝ} (hT : T ≠ 0) (V : ℝ) :
    HasDerivAt (oscEntropy T) (Real.cos (V / T)) V := by
  have h := ((hasDerivAt_id' V).div_const T).sin.const_mul T
  exact h.congr_deriv (by field_simp)
```

Since \(|T\sin(V/T)|\le|T|\), the entropy tends to zero at every \(V\). Suppose that \(c(T)=\cos(V/T)\) also tended to zero for some \(V\). Halving the temperature doubles the angle, so

\[
c(T/2)=2c(T)^2-1 .
\]

As \(T\to0^+\) the left side would tend to \(0\) and the right side to \(-1\), a contradiction. The oscillations shrink in height but keep their slope. This is a mathematical counterexample and not a model of a material: its heat capacity \(T\,\partial S/\partial T=T\sin(V/T)-V\cos(V/T)\) equals \(-V\), which is negative for \(V>0\), whenever \(V/T\) is a positive multiple of \(2\pi\).

Differentiability and the common limit both hold here, so by the third-law theorem the missing condition is concavity: on no nonempty open interval is this entropy concave for every \(T>0\). The name `concavity_needed` means only that the hypothesis cannot be dropped without a replacement. Convexity would serve equally well, as noted above, and it fails here too. In Lean, `hhalf` states that \(T/2\to0^+\), `h3` is the double-angle identity, and uniqueness of limits produces the contradiction. The statement covers every real \(V\), including \(V=0\), where the derivative is constantly \(1\).

```lean
/-- The entropy `T sin(V/T)` tends to zero at every volume as `T → 0⁺`, yet its volume
derivative tends to zero at no volume. -/
theorem concavity_needed (V : ℝ) :
    Tendsto (fun T => oscEntropy T V) (𝓝[>] 0) (𝓝 0) ∧
    ¬ Tendsto (fun T => deriv (oscEntropy T) V) (𝓝[>] 0) (𝓝 0) := by
  constructor
  · refine squeeze_zero_norm (a := fun T : ℝ => |T|) (fun T => ?_)
      ((continuous_abs.tendsto' (0 : ℝ) 0 abs_zero).mono_left nhdsWithin_le_nhds)
    rw [oscEntropy, Real.norm_eq_abs, abs_mul]
    exact mul_le_of_le_one_right (abs_nonneg T) (Real.abs_sin_le_one _)
  · intro h
    have hcos : Tendsto (fun T : ℝ => Real.cos (V / T)) (𝓝[>] 0) (𝓝 0) := by
      refine h.congr' ?_
      filter_upwards [self_mem_nhdsWithin] with T hT
      exact (oscEntropy_hasDerivAt (ne_of_gt hT) V).deriv
    have hhalf : Tendsto (fun T : ℝ => T / 2) (𝓝[>] 0) (𝓝[>] 0) := by
      refine tendsto_nhdsWithin_iff.2 ⟨?_, ?_⟩
      · have hc : Continuous (fun T : ℝ => T / 2) := continuous_id.div_const 2
        exact (hc.tendsto' 0 0 (by simp)).mono_left nhdsWithin_le_nhds
      · filter_upwards [self_mem_nhdsWithin] with T hT
        exact half_pos (mem_Ioi.1 hT)
    -- halving the temperature doubles the angle, which forces the limit `-1` as well
    have h1 := hcos.comp hhalf
    have h2 : Tendsto (fun T : ℝ => 2 * Real.cos (V / T) ^ 2 - 1) (𝓝[>] 0)
        (𝓝 (2 * 0 ^ 2 - 1)) := ((hcos.pow 2).const_mul 2).sub_const 1
    have h3 : (fun T : ℝ => 2 * Real.cos (V / T) ^ 2 - 1)
        = (fun T : ℝ => Real.cos (V / T)) ∘ (fun T : ℝ => T / 2) := by
      funext T
      have h4 : V / (T / 2) = 2 * (V / T) := by
        rw [div_div_eq_mul_div]
        ring
      simp only [Function.comp_apply]
      rw [h4, Real.cos_two_mul]
    rw [h3] at h2
    have h5 := tendsto_nhds_unique h1 h2
    norm_num at h5

end

end ThirdLawThermalPressure
```

```lean
#print axioms ThirdLawThermalPressure.third_law_volume_derivative
-- 'ThirdLawThermalPressure.third_law_volume_derivative' depends on axioms: [propext, Classical.choice, Quot.sound]
#print axioms ThirdLawThermalPressure.third_law_uniform
-- 'ThirdLawThermalPressure.third_law_uniform' depends on axioms: [propext, Classical.choice, Quot.sound]
#print axioms ThirdLawThermalPressure.thermal_pressure_sublinear
-- 'ThirdLawThermalPressure.thermal_pressure_sublinear' depends on axioms: [propext, Classical.choice, Quot.sound]
#print axioms ThirdLawThermalPressure.concavity_needed
-- 'ThirdLawThermalPressure.concavity_needed' depends on axioms: [propext, Classical.choice, Quot.sound]
```
